# Averaging equally noisy repeats, with the noise variance divided by their number, leaves a Gaussian-process prediction unchanged

A quantum Monte Carlo energy carries statistical error, and the same atomic configuration can be run several times with independent random numbers. When a Gaussian-process potential is fitted to such energies, should every run enter the fit, or only the average for each configuration?

Both fits give the same posterior mean and covariance at every configuration, if an average over \(m\) runs is assigned noise variance \(s/m\). This holds for a kernel with nonnegative quadratic forms, a common noise variance \(s>0\), and at least one observation of each listed input. For scalar energies with a fixed kernel and known, equal, independent noise, the linear system to be solved can therefore have the size of the number of configurations and not of the number of runs.

## The repeated and the averaged linear systems

Let \(i\) label observations and \(a,b\) label inputs. Observation \(i\) has value \(y_i\) and is made at input \(p(i)\), whose configuration is \(x_{p(i)}\). Write \(K_{ab}=k(x_a,x_b)\) for the kernel matrix, \(m_a\) for the number of observations at \(a\), and \(\bar y_a\) for their average. The weights \(c_i\) of the repeated data and \(w_a\) of the averaged data solve

\[
\sum_j K_{p(i)p(j)}c_j+s\,c_i=y_i,\qquad
\sum_b K_{ab}w_b+\frac{s}{m_a}w_a=\bar y_a .
\]

The posterior means at a configuration \(z\) are \(\sum_i k(z,x_{p(i)})c_i\) and \(\sum_a k(z,x_a)w_a\).

In Lean, `ι` is the finite type of observations, `α` that of inputs, and `X` the space of configurations, which can be any type.

```lean
import Mathlib

open Matrix

namespace RepeatedObservations

noncomputable section

variable {X ι α : Type*} [Fintype ι] [DecidableEq ι] [Fintype α] [DecidableEq α]

/-- A kernel is positive if its quadratic form on every finite family of inputs is
nonnegative. -/
def PositiveKernel (k : X → X → ℝ) : Prop :=
  ∀ (n : ℕ) (x : Fin n → X) (c : Fin n → ℝ),
    0 ≤ ∑ i, ∑ j, c i * c j * k (x i) (x j)
```

`PositiveKernel` is the condition on the kernel. It doesn't ask for symmetry, which a covariance kernel has but the argument never uses.

```lean
/-- Covariance matrix of noisy data at the inputs `x`: the kernel matrix plus independent
noise of variance `v i` on observation `i`. -/
def dataCov (k : X → X → ℝ) (x : ι → X) (v : ι → ℝ) : Matrix ι ι ℝ :=
  Matrix.of (fun i j => k (x i) (x j)) + Matrix.diagonal v

/-- Posterior mean at `z` of a zero-mean Gaussian process, given data `y` at inputs `x` with
noise variances `v`, for an invertible data covariance. -/
def posteriorMean (k : X → X → ℝ) (x : ι → X) (v y : ι → ℝ) (z : X) : ℝ :=
  ∑ i, k z (x i) * ((dataCov k x v)⁻¹ *ᵥ y) i

/-- Posterior covariance between `z` and `z'`, for an invertible data covariance; at `z = z'`
it is the posterior variance. -/
def posteriorCov (k : X → X → ℝ) (x : ι → X) (v : ι → ℝ) (z z' : X) : ℝ :=
  k z z' - posteriorMean k x v (fun i => k (x i) z') z
```

`dataCov` is the kernel matrix plus a diagonal matrix of noise variances `v`. `posteriorMean` applies its inverse to the data and forms the kernel sum, for a process with zero prior mean. `posteriorCov` subtracts from \(k(z,z')\) the posterior mean at \(z\) for the artificial data \(k(x_i,z')\); at \(z=z'\) it is the variance.

These are definitions by formula. That they describe a real set of energies, as the conditional mean and covariance of a Gaussian process observed with independent Gaussian errors of known variance, is the modelling step left to the user.

```lean
/-- The number of observations made at input `a`, where observation `i` is made at `p i`. -/
def mult (p : ι → α) (a : α) : ℕ := (Finset.univ.filter (fun i => p i = a)).card

/-- The average of the data taken at input `a`, for an input observed at least once. -/
def average (p : ι → α) (y : ι → ℝ) (a : α) : ℝ :=
  (∑ i ∈ Finset.univ.filter (fun i => p i = a), y i) / mult p a
```

`mult p a` is \(m_a\), and `average p y a` is \(\bar y_a\).

## The kernel has nonnegative quadratic forms

Physically, `hk : PositiveKernel k` says that no linear combination of energies has negative prior variance. The product kernel on the real line satisfies it, since its quadratic form is a perfect square.

```lean
/-- The product kernel `k(x, y) = x y` on the real line is positive. -/
theorem positiveKernel_witness : PositiveKernel (fun x y : ℝ => x * y) := by
  intro n x c
  have h : ∑ i, ∑ j, c i * c j * (x i * x j) = (∑ i, c i * x i) ^ 2 := by
    rw [sq, Finset.sum_mul_sum]
    exact Finset.sum_congr rfl fun i _ => Finset.sum_congr rfl fun j _ => by ring
  exact (sq_nonneg _).trans_eq h.symm
```

By hand, the condition makes the weights unique. For noise variances \(v_i>0\) and any nonzero vector \(c\),

\[
\sum_i c_i\big[(K+D)c\big]_i=\sum_{i,j}c_ic_jk(x_i,x_j)+\sum_i v_ic_i^2>0,
\]

where here \(K\) is the kernel matrix of the observations at \(x_i\) and \(D\) is the diagonal matrix of the \(v_i\). Hence \((K+D)c\neq0\), and the matrix is invertible.

```lean
/-- The data covariance acts on a weight vector as a kernel sum plus a noise term. -/
theorem dataCov_mulVec (k : X → X → ℝ) (x : ι → X) (v c : ι → ℝ) (i : ι) :
    (dataCov k x v *ᵥ c) i = ∑ j, k (x i) (x j) * c j + v i * c i := by
  rw [dataCov, Matrix.add_mulVec, Pi.add_apply, Matrix.mulVec_diagonal]
  rfl

/-- For a positive kernel and strictly positive noise variances the data covariance is
invertible. -/
theorem dataCov_isUnit {k : X → X → ℝ} (hk : PositiveKernel k) {x : ι → X} {v : ι → ℝ}
    (hv : ∀ i, 0 < v i) : IsUnit (dataCov k x v).det := by
  rw [isUnit_iff_ne_zero]
  intro h
  obtain ⟨c, hc, h0⟩ := Matrix.exists_mulVec_eq_zero_iff.mpr h
  -- the kernel part of the quadratic form, with observations relabelled by numbers
  have hK : 0 ≤ ∑ i, ∑ j, c i * c j * k (x i) (x j) := by
    let e := (Fintype.equivFin ι).symm
    exact (hk _ (fun i => x (e i)) (fun i => c (e i))).trans_eq
      ((Finset.sum_congr rfl fun i _ =>
        e.sum_comp (fun j => c (e i) * c j * k (x (e i)) (x j))).trans
        (e.sum_comp (fun i => ∑ j, c i * c j * k (x i) (x j))))
  have hq : ∑ i, c i * (dataCov k x v *ᵥ c) i = 0 := by simp [h0]
  have he : ∑ i, c i * (dataCov k x v *ᵥ c) i =
      ∑ i, ∑ j, c i * c j * k (x i) (x j) + ∑ i, v i * c i ^ 2 := by
    rw [← Finset.sum_add_distrib]
    refine Finset.sum_congr rfl fun i _ => ?_
    rw [dataCov_mulVec, mul_add, Finset.mul_sum]
    congr 1
    · exact Finset.sum_congr rfl fun j _ => by ring
    · ring
  -- the noise part is strictly positive
  obtain ⟨i, hi⟩ := Function.ne_iff.mp hc
  have hpos : 0 < ∑ i, v i * c i ^ 2 :=
    Finset.sum_pos' (fun j _ => mul_nonneg (hv j).le (sq_nonneg _))
      ⟨i, Finset.mem_univ i, mul_pos (hv i) (pow_pos_of_ne hi)⟩
  linarith
where
  pow_pos_of_ne {r : ℝ} (h : r ≠ 0) : 0 < r ^ 2 := by positivity
```

`dataCov_mulVec` writes out the matrix acting on a vector. `dataCov_isUnit` supposes that the determinant vanishes and takes a nonzero vector `c` sent to zero. The step `hK` renumbers the observations to apply `hk`, `he` splits the quadratic form as above, and `hpos` makes the noise part positive, which is a contradiction.

```lean
/-- For a positive kernel and positive noise, any solution of the linear system for the
weights is the weight vector of the posterior mean. -/
theorem weights_eq {k : X → X → ℝ} (hk : PositiveKernel k) {x : ι → X} {v c y : ι → ℝ}
    (hv : ∀ i, 0 < v i) (h : dataCov k x v *ᵥ c = y) : (dataCov k x v)⁻¹ *ᵥ y = c := by
  rw [← h, Matrix.mulVec_mulVec, Matrix.nonsing_inv_mul _ (dataCov_isUnit hk hv),
    Matrix.one_mulVec]
```

`weights_eq` draws the consequence used later: a vector that solves the linear system is the weight vector.

Without the condition, the matrix can be singular. With one observation and \(k(x_a,x_a)=-s\), the data covariance is zero and the posterior formula has no meaning. What this example shows to be needed is invertibility, for which positivity of the kernel is a sufficient condition when the noise is positive.

## Every listed input is observed

The hypothesis `hp : Function.Surjective p` says that \(m_a\ge1\) for each \(a\). By hand, it is used whenever something is divided by \(m_a\): in \(\bar y_a\), and in the noise variance \(s/m_a\).

Two rules handle sums over repeats. For any function \(f\) of the input,

\[
\sum_i f(p(i))\,c_i=\sum_a f(a)\sum_{i:\,p(i)=a}c_i,\qquad
\sum_{i:\,p(i)=a}f(p(i))=m_af(a).
\]

```lean
omit [DecidableEq ι] in
/-- A sum over observations can be taken input by input. -/
theorem fibre_sum (p : ι → α) (f : α → ℝ) (c : ι → ℝ) :
    ∑ i, f (p i) * c i =
      ∑ a, f a * ∑ i ∈ Finset.univ.filter (fun i => p i = a), c i := by
  refine (Finset.sum_fiberwise Finset.univ p (fun i => f (p i) * c i)).symm.trans ?_
  refine Finset.sum_congr rfl fun a _ => ?_
  rw [Finset.mul_sum]
  exact Finset.sum_congr rfl fun i hi => by rw [(Finset.mem_filter.mp hi).2]

omit [DecidableEq ι] [Fintype α] in
/-- A quantity depending only on the input, summed over the observations at `a`, is its value
at `a` times the number of observations there. -/
theorem fibre_const (p : ι → α) (f : α → ℝ) (a : α) :
    ∑ i ∈ Finset.univ.filter (fun i => p i = a), f (p i) = mult p a * f a := by
  calc _ = ∑ i ∈ Finset.univ.filter (fun i => p i = a), f a :=
        Finset.sum_congr rfl fun i hi => by rw [(Finset.mem_filter.mp hi).2]
    _ = _ := by simp [mult]
```

These lemmas hold without `hp`. The hypothesis enters in the next two theorems, where it supplies an observation at `a` and hence a nonzero `mult p a`.

Without it the equality of covariances can fail. Suppose the only listed input is never observed and has \(k(x_a,x_a)>0\). The repeated data set is empty and leaves the prior variance, while Lean's convention \(s/0=0\) turns the averaged data into a noiseless observation, with variance zero. The remedy is to list only inputs that have data.

The map `x` need not be injective, so two input labels may refer to the same configuration.

## The noise is independent, with one positive variance

The number \(s\) is the variance of the statistical error of a single run. Independence is built into the diagonal noise matrix, equality of the variances into the constant function `fun _ => s`, and positivity is the hypothesis `hs`.

By hand, \(s>0\) lets the weights of the repeated data be written as scaled residuals. Take the solution \(w\) of the averaged system, and set

\[
g_a=\sum_b K_{ab}w_b,\qquad c_i=\frac{y_i-g_{p(i)}}{s}.
\]

The averaged system says \(\bar y_a-g_a=(s/m_a)w_a\), so the weights at one input add up to

\[
\sum_{i:\,p(i)=a}c_i=\frac{m_a(\bar y_a-g_a)}{s}=w_a .
\]

These \(c_i\) solve the repeated system, because

\[
\sum_jK_{p(i)p(j)}c_j+s\,c_i=\sum_bK_{p(i)b}w_b+y_i-g_{p(i)}=y_i .
\]

By uniqueness they are the weights of the repeated data.

```lean
/-- If every input is observed, a positive kernel and noise variance `s > 0` make the weights
of the repeated observations at each input add up to the weight of the averaged one. -/
theorem fibre_weights {k : X → X → ℝ} (hk : PositiveKernel k) (x : α → X) {p : ι → α}
    (hp : Function.Surjective p) {s : ℝ} (hs : 0 < s) (y : ι → ℝ) (a : α) :
    ∑ i ∈ Finset.univ.filter (fun i => p i = a),
        ((dataCov k (fun i => x (p i)) (fun _ => s))⁻¹ *ᵥ y) i =
      ((dataCov k x (fun a => s / mult p a))⁻¹ *ᵥ average p y) a := by
  have hm : ∀ a, 0 < (mult p a : ℝ) := fun a => by
    obtain ⟨i, hi⟩ := hp a
    exact Nat.cast_pos.mpr (Finset.card_pos.mpr ⟨i, by simp [hi]⟩)
  have hv : ∀ a, 0 < s / (mult p a : ℝ) := fun a => div_pos hs (hm a)
  obtain ⟨w, hw⟩ : ∃ w, dataCov k x (fun a => s / mult p a) *ᵥ w = average p y :=
    ⟨(dataCov k x (fun a => s / mult p a))⁻¹ *ᵥ average p y, by
      rw [Matrix.mulVec_mulVec, Matrix.mul_nonsing_inv _ (dataCov_isUnit hk hv),
        Matrix.one_mulVec]⟩
  obtain ⟨g, hg⟩ : ∃ g : α → ℝ, ∀ a, g a = ∑ b, k (x a) (x b) * w b :=
    ⟨_, fun _ => rfl⟩
  -- scaled residuals are the weights of the repeated data
  obtain ⟨c, hc⟩ : ∃ c : ι → ℝ, ∀ i, c i = (y i - g (p i)) / s := ⟨_, fun _ => rfl⟩
  have hcs : ∀ a, ∑ i ∈ Finset.univ.filter (fun i => p i = a), c i = w a := by
    intro a
    have h : g a + s / mult p a * w a =
        (∑ i ∈ Finset.univ.filter (fun i => p i = a), y i) / mult p a := by
      rw [hg a]
      exact (dataCov_mulVec k x _ w a).symm.trans (congrFun hw a)
    have hS := (eq_div_iff (hm a).ne').mp h
    have hcancel : s / mult p a * mult p a = s := div_mul_cancel₀ s (hm a).ne'
    rw [Finset.sum_congr rfl fun i _ => hc i, ← Finset.sum_div, Finset.sum_sub_distrib,
      fibre_const, div_eq_iff hs.ne']
    linear_combination -hS + w a * hcancel
  have hfull : dataCov k (fun i => x (p i)) (fun _ => s) *ᵥ c = y := by
    funext i
    have h1 : ∑ j, k (x (p i)) (x (p j)) * c j = g (p i) := by
      rw [hg (p i)]
      exact (fibre_sum p (fun b => k (x (p i)) (x b)) c).trans
        (Finset.sum_congr rfl fun b _ => by rw [hcs b])
    have h2 : s * c i = y i - g (p i) := by
      rw [hc]
      field_simp
    rw [dataCov_mulVec]
    linarith
  rw [weights_eq hk (fun _ => hs) hfull, weights_eq hk hv hw]
  exact hcs a
```

The proof of `fibre_weights` introduces `w`, `g` and `c` as above. `hcs` is the sum over one input, where `linear_combination` combines the averaged equation with the cancellation of \(m_a\). `hfull` is the check of the repeated system, and `weights_eq` then identifies both weight vectors.

With \(s=0\), two observations of one input give two equal rows in the data covariance, which is then singular. With unequal variances at one input, the residuals are divided by different numbers, so the plain average in general loses the weighting that the full data would receive. An error shared by all runs, such as one from a common basis set, is not reduced by averaging and has no place in a diagonal noise matrix.

## Equal means and covariances everywhere

The first summation rule with \(f(a)=k(z,x_a)\) gives

\[
\sum_i k(z,x_{p(i)})c_i=\sum_a k(z,x_a)\sum_{i:\,p(i)=a}c_i=\sum_a k(z,x_a)w_a,
\]

so the means agree for any data. The correction in the covariance is a posterior mean for the data \(k(x_{p(i)},z')\). These are constant over the repeats of an input, their average is \(k(x_a,z')\), and so the covariances agree too.

```lean
/-- For a positive kernel, noise variance `s > 0` and every input observed at least once,
repeated observations give the same posterior mean and covariance everywhere as one averaged
observation per input with noise variance `s` divided by the number of repeats. -/
theorem posterior_repeated_eq_averaged {k : X → X → ℝ} (hk : PositiveKernel k) (x : α → X)
    {p : ι → α} (hp : Function.Surjective p) {s : ℝ} (hs : 0 < s) (y : ι → ℝ) :
    (∀ z, posteriorMean k (fun i => x (p i)) (fun _ => s) y z =
      posteriorMean k x (fun a => s / mult p a) (average p y) z) ∧
    (∀ z z', posteriorCov k (fun i => x (p i)) (fun _ => s) z z' =
      posteriorCov k x (fun a => s / mult p a) z z') := by
  have hmean : ∀ (u : ι → ℝ) (z : X), posteriorMean k (fun i => x (p i)) (fun _ => s) u z =
      posteriorMean k x (fun a => s / mult p a) (average p u) z := fun u z =>
    (fibre_sum p (fun a => k z (x a)) _).trans
      (Finset.sum_congr rfl fun a _ =>
        congrArg (fun t => k z (x a) * t) (fibre_weights hk x hp hs u a))
  refine ⟨hmean y, fun z z' => ?_⟩
  -- averaging leaves the kernel column unchanged
  have hav : average p (fun i => k (x (p i)) z') = fun a => k (x a) z' := by
    funext a
    obtain ⟨i, hi⟩ := hp a
    have hm : (mult p a : ℝ) ≠ 0 :=
      Nat.cast_ne_zero.mpr (Finset.card_pos.mpr ⟨i, by simp [hi]⟩).ne'
    rw [average, fibre_const p (fun a => k (x a) z') a, mul_div_cancel_left₀ _ hm]
  rw [posteriorCov, posteriorCov, hmean, hav]
```

The theorem has one part for each equality: the first holds for all `z`, the second for all pairs `z`, `z'`. In the proof, `hmean` is the equality of means for arbitrary data `u`. It is used once for `y` and once for the kernel column, which `hav` shows to be unchanged by averaging.

## One input measured \(n\) times

In the smallest case a single configuration is measured repeatedly. The theorem below calls it `a`, which here is a point of `X` and not a label. Put \(\kappa=k(a,a)\ge0\). For the variance at \(a\), the artificial data all equal \(\kappa\), and equal weights \(c\) solve the system if \(n\kappa c+sc=\kappa\). Hence

\[
c=\frac{\kappa}{n\kappa+s},\qquad
\kappa-n\kappa c=\frac{\kappa s}{n\kappa+s}.
\]

```lean
/-- For a positive kernel and noise variance `s > 0`, measuring one input `a` a total of `n`
times leaves the posterior variance `k(a,a) s / (n k(a,a) + s)` there. -/
theorem variance_single_input {k : X → X → ℝ} (hk : PositiveKernel k) (a : X) {s : ℝ}
    (hs : 0 < s) (n : ℕ) :
    posteriorCov k (fun _ : Fin n => a) (fun _ => s) a a =
      k a a * s / (n * k a a + s) := by
  have hκ : 0 ≤ k a a := by simpa using hk 1 (fun _ => a) (fun _ => 1)
  have hD : (n : ℝ) * k a a + s ≠ 0 := by positivity
  -- all measurements carry the same weight
  have h : dataCov k (fun _ : Fin n => a) (fun _ => s) *ᵥ
      (fun _ => k a a / (n * k a a + s)) = fun _ => k a a := by
    funext i
    rw [dataCov_mulVec]
    simp only [Finset.sum_const, Finset.card_univ, Fintype.card_fin, nsmul_eq_mul]
    have e : (n : ℝ) * (k a a * (k a a / (n * k a a + s))) + s * (k a a / (n * k a a + s)) =
        k a a * ((n * k a a + s) / (n * k a a + s)) := by ring
    rw [e, div_self hD, mul_one]
  rw [posteriorCov, posteriorMean, weights_eq hk (fun _ => hs) h]
  simp only [Finset.sum_const, Finset.card_univ, Fintype.card_fin, nsmul_eq_mul]
  rw [eq_div_iff hD, sub_mul]
  have e : k a a / (n * k a a + s) * (n * k a a + s) = k a a := div_mul_cancel₀ _ hD
  linear_combination -(n : ℝ) * k a a * e

end

end RepeatedObservations
```

The step `h` verifies the equal weights, `weights_eq` inserts them, and the remaining lines are the subtraction. At \(n=0\) the formula returns the prior variance \(\kappa\). For \(\kappa>0\) and large \(n\) it approaches \(s/n\), the variance of a plain average, so the prior no longer matters.

```lean
#print axioms RepeatedObservations.posterior_repeated_eq_averaged
#print axioms RepeatedObservations.variance_single_input
```

```
'RepeatedObservations.posterior_repeated_eq_averaged' depends on axioms: [propext, Classical.choice, Quot.sound]
'RepeatedObservations.variance_single_input' depends on axioms: [propext, Classical.choice, Quot.sound]
```
